# A linear map that keeps null vectors null preserves the Minkowski metric up to a real factor

Suppose I describe the change of coordinates between two observers by a real matrix $L$, and all I know is that light stays light: a displacement with zero interval still has zero interval after $L$ acts. That tells me about vectors on the light cone only. Why should it say anything about the intervals of timelike and spacelike vectors? And if those intervals can only be rescaled, could the factor be negative or zero?

## What the null vectors determine

Let $L$ be any real square matrix, possibly singular, and require only that null vectors go to null vectors; the image need not fill the cone. This is already enough to fix the metric up to a real factor, as evaluating a quadratic form on a few null vectors will show.

Use units in which light has speed 1, with $n$ space dimensions, time as component 0, and $g=\mathrm{diag}(1,-1,\dots,-1)$. The squared interval is
$$s(x)=x^Tgx=x_0^2-\sum_{i=1}^n x_i^2 .$$
Put $M=L^TgL$. This matrix is symmetric, and $s(Lx)=x^TMx$, so the assumption says that $x^TMx=0$ whenever $s(x)=0$.

Let $e_0$ be the unit vector along time and $e_i$, $e_j$ those along two different space axes. The vectors $e_0\pm e_i$ are null, hence
$$M_{00}\pm 2M_{0i}+M_{ii}=0 .$$
Subtracting the two equations gives $M_{0i}=0$; adding them gives $M_{ii}=-M_{00}$.

The vector $5e_0+3e_i+4e_j$ is null too, since $25-9-16=0$. With $M_{0i}=M_{0j}=0$ it gives
$$0=25M_{00}+9M_{ii}+16M_{jj}+24M_{ij}=24M_{ij}.$$
So $M=M_{00}\,g$, that is, $L^TgL=cg$ with $c=M_{00}$. Here $c$ is a scale factor, not the speed of light. Conversely, if $L^TgL=cg$, then $s(Lx)=c\,s(x)$, and null vectors stay null.

## The sign of the factor

For $n\ge 2$ the factor cannot be negative. Take $v=b\,e_i+d\,e_j$ with $i\neq j$ both spatial. The time component of $Lv$ is $bL_{0i}+dL_{0j}$. It vanishes for $b=L_{0j}$, $d=-L_{0i}$, or, if both of these are zero, for $b=1$, $d=0$. Either way $v\neq0$ and $Lv$ is purely spatial, so $s(Lv)\le 0$. But $s(Lv)=-c\,(b^2+d^2)$, which would be positive if $c<0$.

If $L$ is also invertible, determinants give $(\det L)^2\det g=c^{\,n+1}\det g$, so $c\neq0$ and therefore $c>0$. Then $\Lambda=L/\sqrt c$ satisfies $\Lambda^Tg\Lambda=g$, and $L=\sqrt c\,\Lambda$ is a dilation times a Lorentz matrix.

In one space dimension, $(t,x)\mapsto(x,t)$ has $c=-1$: it exchanges timelike and spacelike vectors. The singular map $(t,x)\mapsto(t,t)$ sends everything onto one light ray and has $c=0$.

## The statement in Lean

A spacetime vector is a function `Fin (n + 1) → ℝ`, with index `0` for time. The matrix $g$ is `minkowski n`, and `interval x` is the squared interval $s(x)$, not its root. `PreservesLightCone L` says that `interval x = 0` implies `interval (L *ᵥ x) = 0` for every `x`.

The main theorem, `preservesLightCone_iff`, states that this holds exactly when some real `c` satisfies `Lᵀ * minkowski n * L = c • minkowski n`. It holds for every natural number `n`, including `n = 0`, where the only null vector is zero. The theorem `scale_nonneg` adds `0 ≤ c` under `2 ≤ n`. With `L.det ≠ 0` as well, `eq_dilation_mul_lorentz` gives `L = a • Λ` with `0 < a`. Here `Λ` is a Lorentz matrix in the wide sense: it may reverse time or reflect space.

Linearity is assumed. That the coordinates of two inertial observers are related linearly, once their origins coincide, is not proved here; a common argument for it starts from the homogeneity of spacetime.

Light alone also leaves the scale $a$ open. For the linear maps treated here, relativistic quantum mechanics supplies what is missing: the Dirac equation with a fixed nonzero mass is not invariant under a dilation with $a\neq1$.

```lean
import Mathlib

open Matrix

namespace LightConePreservation

noncomputable section

variable {n : ℕ}

/-- The Minkowski metric diag(1, -1, ..., -1) with one time and `n` space dimensions. -/
def minkowski (n : ℕ) : Matrix (Fin (n + 1)) (Fin (n + 1)) ℝ :=
  Matrix.diagonal fun i => if i = 0 then 1 else -1

/-- The squared interval xᵀ g x of a spacetime vector. -/
def interval (x : Fin (n + 1) → ℝ) : ℝ := x ⬝ᵥ (minkowski n *ᵥ x)

/-- A matrix preserves the light cone if it sends every null vector to a null vector. -/
def PreservesLightCone (L : Matrix (Fin (n + 1)) (Fin (n + 1)) ℝ) : Prop :=
  ∀ x, interval x = 0 → interval (L *ᵥ x) = 0

/-- The vector with component `a` along time added to `b` and `d` along the axes `i` and `j`. -/
def probe (i j : Fin (n + 1)) (a b d : ℝ) : Fin (n + 1) → ℝ :=
  a • (Pi.single 0 (1 : ℝ) : Fin (n + 1) → ℝ) + b • (Pi.single i (1 : ℝ) : Fin (n + 1) → ℝ)
    + d • (Pi.single j (1 : ℝ) : Fin (n + 1) → ℝ)

/-- The squared interval is the time component squared minus the squared spatial length. -/
theorem interval_eq (x : Fin (n + 1) → ℝ) :
    interval x = x 0 ^ 2 - ∑ i : Fin n, x i.succ ^ 2 := by
  simp only [interval, minkowski, dotProduct, Matrix.mulVec_diagonal, Fin.sum_univ_succ,
    Fin.succ_ne_zero, ↓reduceIte]
  rw [sub_eq_add_neg, ← Finset.sum_neg_distrib]
  congr 1
  · ring
  · exact Finset.sum_congr rfl fun i _ => by ring

/-- The squared interval of L x is the quadratic form of Lᵀ g L evaluated at x. -/
theorem interval_mulVec (L : Matrix (Fin (n + 1)) (Fin (n + 1)) ℝ) (x : Fin (n + 1) → ℝ) :
    interval (L *ᵥ x) = x ⬝ᵥ ((Lᵀ * minkowski n * L) *ᵥ x) := by
  unfold interval
  rw [← Matrix.mulVec_mulVec, ← Matrix.mulVec_mulVec, Matrix.dotProduct_mulVec x Lᵀ,
    Matrix.vecMul_transpose]

/-- The value of a symmetric quadratic form on a probe vector, in terms of matrix entries. -/
theorem probe_form {M : Matrix (Fin (n + 1)) (Fin (n + 1)) ℝ} (hM : Mᵀ = M)
    (i j : Fin (n + 1)) (a b d : ℝ) :
    probe i j a b d ⬝ᵥ (M *ᵥ probe i j a b d) =
      a ^ 2 * M 0 0 + b ^ 2 * M i i + d ^ 2 * M j j
        + 2 * a * b * M 0 i + 2 * a * d * M 0 j + 2 * b * d * M i j := by
  have hs : ∀ k l, M k l = M l k := fun k l => congrFun (congrFun hM l) k
  have key : ∀ k l, (Pi.single k (1 : ℝ) : Fin (n + 1) → ℝ) ⬝ᵥ
      (M *ᵥ (Pi.single l (1 : ℝ) : Fin (n + 1) → ℝ)) = M k l := by
    intro k l
    simp [Matrix.mulVec, dotProduct, Pi.single_apply]
  simp only [probe, Matrix.mulVec_add, Matrix.mulVec_smul, add_dotProduct, dotProduct_add,
    smul_dotProduct, dotProduct_smul, smul_eq_mul, key]
  linear_combination a * b * hs i 0 + a * d * hs j 0 + b * d * hs j i

/-- A symmetric quadratic form that vanishes on all null vectors is a multiple of the metric. -/
theorem form_eq_smul_minkowski {M : Matrix (Fin (n + 1)) (Fin (n + 1)) ℝ} (hM : Mᵀ = M)
    (h : ∀ x, interval x = 0 → x ⬝ᵥ (M *ᵥ x) = 0) : M = M 0 0 • minkowski n := by
  have hg : (minkowski n)ᵀ = minkowski n := Matrix.diagonal_transpose _
  have hs : ∀ k l, M k l = M l k := fun k l => congrFun (congrFun hM l) k
  -- the two light rays along each axis
  have h1 : ∀ i, i ≠ 0 → M 0 i = 0 ∧ M i i = -M 0 0 := by
    intro i hi
    have hp := h (probe i i 1 1 0) (by
      rw [interval, probe_form hg]
      norm_num [minkowski, Matrix.diagonal_apply, hi, hi.symm])
    have hm := h (probe i i 1 (-1) 0) (by
      rw [interval, probe_form hg]
      norm_num [minkowski, Matrix.diagonal_apply, hi, hi.symm])
    rw [probe_form hM] at hp hm
    constructor <;> linarith
  -- an oblique light ray in each coordinate plane, from 3² + 4² = 5²
  have h2 : ∀ i j, i ≠ 0 → j ≠ 0 → i ≠ j → M i j = 0 := by
    intro i j hi hj hij
    have hp := h (probe i j 5 3 4) (by
      rw [interval, probe_form hg]
      norm_num [minkowski, Matrix.diagonal_apply, hi, hi.symm, hj, hj.symm, hij])
    rw [probe_form hM, (h1 i hi).1, (h1 j hj).1, (h1 i hi).2, (h1 j hj).2] at hp
    linarith
  ext i j
  by_cases hij : i = j
  · subst hij
    by_cases hi : i = 0
    · subst hi
      simp [minkowski]
    · rw [(h1 i hi).2]
      simp [minkowski, hi]
  · have hz : M i j = 0 := by
      by_cases hi : i = 0
      · subst hi
        exact (h1 j (Ne.symm hij)).1
      · by_cases hj : j = 0
        · subst hj
          rw [hs]
          exact (h1 i hi).1
        · exact h2 i j hi hj hij
    simp [minkowski, hij, hz]

/-- If Lᵀ g L = c g, then L multiplies every squared interval by c. -/
theorem interval_scale {L : Matrix (Fin (n + 1)) (Fin (n + 1)) ℝ} {c : ℝ}
    (h : Lᵀ * minkowski n * L = c • minkowski n) (x : Fin (n + 1) → ℝ) :
    interval (L *ᵥ x) = c * interval x := by
  rw [interval_mulVec, h, Matrix.smul_mulVec, dotProduct_smul, smul_eq_mul, interval]

/-- A real matrix preserves the light cone exactly when it preserves the metric up to a
real factor. -/
theorem preservesLightCone_iff (L : Matrix (Fin (n + 1)) (Fin (n + 1)) ℝ) :
    PreservesLightCone L ↔ ∃ c : ℝ, Lᵀ * minkowski n * L = c • minkowski n := by
  constructor
  · intro h
    have hg : (minkowski n)ᵀ = minkowski n := Matrix.diagonal_transpose _
    refine ⟨_, form_eq_smul_minkowski ?_ fun x hx => ?_⟩
    · simp only [Matrix.transpose_mul, Matrix.transpose_transpose, hg, Matrix.mul_assoc]
    · rw [← interval_mulVec]
      exact h x hx
  · rintro ⟨c, hc⟩ x hx
    rw [interval_scale hc, hx, mul_zero]

/-- With at least two space dimensions, the factor c in Lᵀ g L = c g is never negative. -/
theorem scale_nonneg (hn : 2 ≤ n) {L : Matrix (Fin (n + 1)) (Fin (n + 1)) ℝ} {c : ℝ}
    (h : Lᵀ * minkowski n * L = c • minkowski n) : 0 ≤ c := by
  by_contra! hc
  have hg : (minkowski n)ᵀ = minkowski n := Matrix.diagonal_transpose _
  obtain ⟨i, j, hi, hj, hij⟩ : ∃ i j : Fin (n + 1), i ≠ 0 ∧ j ≠ 0 ∧ i ≠ j :=
    ⟨⟨1, by omega⟩, ⟨2, by omega⟩, by simp [Fin.ext_iff], by simp [Fin.ext_iff],
      by simp [Fin.ext_iff]⟩
  -- as c < 0, a vector in the plane of axes i and j whose image has no time component is zero
  have key : ∀ b d : ℝ, b * L 0 i + d * L 0 j = 0 → b ^ 2 + d ^ 2 ≤ 0 := by
    intro b d hbd
    have h0 : (L *ᵥ probe i j 0 b d) 0 = 0 := by
      refine Eq.trans ?_ hbd
      simp [probe, Matrix.mulVec_add, Matrix.mulVec_smul]
    have hle : interval (L *ᵥ probe i j 0 b d) ≤ 0 := by
      rw [interval_eq, h0]
      have := Finset.sum_nonneg fun (k : Fin n) (_ : k ∈ Finset.univ) =>
        sq_nonneg ((L *ᵥ probe i j 0 b d) k.succ)
      linarith
    have hv : interval (probe i j 0 b d) = -(b ^ 2 + d ^ 2) := by
      rw [interval, probe_form hg]
      simp only [minkowski, Matrix.diagonal_apply, hi, hj, hij, ↓reduceIte]
      ring
    rw [interval_scale h, hv] at hle
    by_contra! hpos
    nlinarith [mul_pos (neg_pos.mpr hc) hpos]
  have hk := key (L 0 j) (-L 0 i) (by ring)
  have hz : L 0 i = 0 := by
    have : L 0 i ^ 2 = 0 :=
      le_antisymm (by nlinarith [sq_nonneg (L 0 j)]) (sq_nonneg _)
    exact pow_eq_zero_iff two_ne_zero |>.mp this
  have := key 1 0 (by rw [hz]; ring)
  norm_num at this

/-- With at least two space dimensions, an invertible matrix that preserves the light cone is
a positive dilation times a Lorentz matrix. -/
theorem eq_dilation_mul_lorentz (hn : 2 ≤ n) {L : Matrix (Fin (n + 1)) (Fin (n + 1)) ℝ}
    (hL : L.det ≠ 0) (h : PreservesLightCone L) :
    ∃ (a : ℝ) (Λ : Matrix (Fin (n + 1)) (Fin (n + 1)) ℝ),
      0 < a ∧ Λᵀ * minkowski n * Λ = minkowski n ∧ L = a • Λ := by
  obtain ⟨c, hc⟩ := (preservesLightCone_iff L).mp h
  have hdet : (minkowski n).det ≠ 0 := by
    rw [minkowski, Matrix.det_diagonal]
    refine Finset.prod_ne_zero_iff.mpr fun i _ => ?_
    split_ifs <;> norm_num
  -- invertibility excludes c = 0
  have hne : c ≠ 0 := by
    rintro rfl
    have h0 := congrArg Matrix.det hc
    rw [zero_smul, Matrix.det_mul, Matrix.det_mul, Matrix.det_transpose,
      Matrix.det_zero] at h0
    exact mul_ne_zero (mul_ne_zero hL hdet) hL h0
  have hpos : 0 < c := lt_of_le_of_ne (scale_nonneg hn hc) hne.symm
  have hs : 0 < √c := Real.sqrt_pos.mpr hpos
  refine ⟨√c, (√c)⁻¹ • L, hs, ?_, ?_⟩
  · have e : (√c)⁻¹ * (√c)⁻¹ * c = 1 := by
      rw [← mul_inv, Real.mul_self_sqrt hpos.le, inv_mul_cancel₀ hne]
    calc ((√c)⁻¹ • L)ᵀ * minkowski n * ((√c)⁻¹ • L)
        = ((√c)⁻¹ * (√c)⁻¹) • (Lᵀ * minkowski n * L) := by
          simp only [Matrix.transpose_smul, Matrix.smul_mul, Matrix.mul_smul, smul_smul]
      _ = minkowski n := by rw [hc, smul_smul, e, one_smul]
  · rw [smul_smul, mul_inv_cancel₀ hs.ne', one_smul]

/-- The exchange of time and space in one space dimension. -/
def exchange : Matrix (Fin (1 + 1)) (Fin (1 + 1)) ℝ := !![0, 1; 1, 0]

/-- The map (t, x) ↦ (t, t) in one space dimension. -/
def collapse : Matrix (Fin (1 + 1)) (Fin (1 + 1)) ℝ := !![1, 0; 1, 0]

/-- In one space dimension the exchange of time and space reverses the sign of the metric. -/
theorem exchange_scale : exchangeᵀ * minkowski 1 * exchange = (-1 : ℝ) • minkowski 1 := by
  ext i j
  fin_cases i <;> fin_cases j <;>
    simp [exchange, minkowski, Matrix.mul_apply, Fin.sum_univ_succ, Matrix.diagonal_apply]

/-- The map (t, x) ↦ (t, t) satisfies Lᵀ g L = c g with c = 0. -/
theorem collapse_scale : collapseᵀ * minkowski 1 * collapse = (0 : ℝ) • minkowski 1 := by
  ext i j
  fin_cases i <;> fin_cases j <;>
    simp [collapse, minkowski, Matrix.mul_apply, Fin.sum_univ_succ, Matrix.diagonal_apply]

end

end LightConePreservation
```

```lean
#print axioms LightConePreservation.preservesLightCone_iff
#print axioms LightConePreservation.eq_dilation_mul_lorentz
#print axioms LightConePreservation.exchange_scale
#print axioms LightConePreservation.collapse_scale
```

```
'LightConePreservation.preservesLightCone_iff' depends on axioms: [propext, Classical.choice, Quot.sound]
'LightConePreservation.eq_dilation_mul_lorentz' depends on axioms: [propext, Classical.choice, Quot.sound]
'LightConePreservation.exchange_scale' depends on axioms: [propext, Classical.choice, Quot.sound]
'LightConePreservation.collapse_scale' depends on axioms: [propext, Classical.choice, Quot.sound]
```

## From the null vectors to the Lean proof

`interval_eq` writes the interval in components, and `interval_mulVec` is the identity $s(Lx)=x^TMx$. The vector $a\,e_0+b\,e_i+d\,e_j$ is called `probe i j a b d`, and `probe_form` expands a symmetric quadratic form on it into matrix entries. The same lemma serves twice: with $g$ it shows that a chosen vector is null, and with $M$ it produces the linear equation above.

`form_eq_smul_minkowski` contains the main argument. Its step `h1` uses $e_0\pm e_i$, and `linarith` does the adding and subtracting. Its step `h2` uses the vector with components 5, 3 and 4. The rest compares $M$ with $M_{00}\,g$ entry by entry, separating diagonal from off-diagonal and time from space. `preservesLightCone_iff` applies this to $M=L^TgL$ after checking its symmetry; the converse comes from `interval_scale`, which is $s(Lx)=c\,s(x)$.

In `scale_nonneg`, a negative $c$ is assumed. The step `key` then says that $bL_{0i}+dL_{0j}=0$ forces $b^2+d^2\le0$. Applied to $b=L_{0j}$, $d=-L_{0i}$, it yields $L_{0i}=0$; applied again to $b=1$, $d=0$, it yields $1\le0$, a contradiction.

`eq_dilation_mul_lorentz` excludes $c=0$ by determinants and then divides $L$ by $\sqrt c$, so its `a` is $\sqrt c$. The two maps in one space dimension are `exchange` and `collapse`; `exchange_scale` and `collapse_scale` verify their factors by computing all four matrix entries.
